# The static and long-wavelength limits of the Lindhard response do not commute

For a non-interacting, isotropic, three-dimensional electron gas at zero temperature with Fermi velocity $v>0$, the real part of the long-wavelength Lindhard response at wave number $q$ and frequency $w$, divided by its static value, is $F(q,w)=1-\frac{w}{2qv}\ln\left|\frac{w+qv}{w-qv}\right|$, and it equals $1-\ln 3\approx-0.10$ everywhere on the line $w=2qv$ but $1-\frac14\ln 3\approx 0.73$ everywhere on the line $w=qv/2$. Both lines run into the origin, so the response at small $q$ and $w$ depends on how the two compare. The order in which they are sent to zero matters too: sending $w$ to zero first gives $1$, and sending $q$ to zero first gives $0$.

```lean
import Mathlib

open Filter Topology

namespace LindhardLimits

noncomputable section

/-- The real normalized long-wavelength Lindhard response at Fermi velocity `v`, wave number `q`
and frequency `w`; its domain is `q * v ≠ 0` and `w ≠ ± q * v`. -/
def lindhard (v q w : ℝ) : ℝ :=
  1 - w / (2 * q * v) * Real.log |(w + q * v) / (w - q * v)|

/-- The real part of the RPA dielectric function with screening wave number `κ`, built from the
long-wavelength Lindhard response; its domain is that of `lindhard`. -/
def rpaDielectric (κ v q w : ℝ) : ℝ := 1 + κ ^ 2 / q ^ 2 * lindhard v q w

/-- Above the particle-hole continuum the Lindhard response is the average of
`q v x / (q v x - w)` over the direction cosine `x` on the Fermi sphere. -/
theorem fermi_surface_average {v q w : ℝ} (hv : 0 < v) (hq : 0 < q) (hw : q * v < w) :
    1 / 2 * ∫ x in (-1 : ℝ)..1, q * v * x / (q * v * x - w) = lindhard v q w := by
  have ha : 0 < q * v := mul_pos hq hv
  have hpos : ∀ x ∈ Set.uIcc (-1 : ℝ) 1, 0 < w - q * v * x := by
    intro x hx
    rw [Set.uIcc_of_le (by norm_num)] at hx
    have := mul_le_mul_of_nonneg_left hx.2 ha.le
    linarith
  -- an explicit antiderivative of the integrand
  have hd : ∀ x ∈ Set.uIcc (-1 : ℝ) 1,
      HasDerivAt (fun y : ℝ => y + w / (q * v) * Real.log (w - q * v * y))
        (q * v * x / (q * v * x - w)) x := by
    intro x hx
    have hne := (hpos x hx).ne'
    have h1 : HasDerivAt (fun y : ℝ => w - q * v * y) (-(q * v)) x := by
      simpa using ((hasDerivAt_id x).const_mul (q * v)).const_sub w
    refine ((hasDerivAt_id' x).fun_add ((h1.log hne).const_mul (w / (q * v)))).congr_deriv ?_
    rw [← neg_sub w (q * v * x), div_neg]
    field_simp
    ring
  have hi : IntervalIntegrable (fun x : ℝ => q * v * x / (q * v * x - w))
      MeasureTheory.volume (-1) 1 := by
    apply ContinuousOn.intervalIntegrable
    refine ContinuousOn.div (by fun_prop) (by fun_prop) ?_
    intro x hx
    have := hpos x hx
    exact ne_of_lt (by linarith)
  have e : w - q * v * (-1) = w + q * v := by ring
  rw [intervalIntegral.integral_eq_sub_of_hasDerivAt hd hi, e, mul_one, lindhard, Real.log_abs,
    Real.log_div (by linarith) (by linarith)]
  ring

/-- Static limit: at fixed wave number the response tends to `1` as the frequency tends to zero from
above. -/
theorem static_limit {v q : ℝ} (hv : 0 < v) (hq : 0 < q) :
    Tendsto (fun w => lindhard v q w) (𝓝[>] 0) (𝓝 1) := by
  have ha : 0 < q * v := mul_pos hq hv
  have h0 : (0 : ℝ) - q * v ≠ 0 := by linarith
  have h1 : (0 : ℝ) + q * v ≠ 0 := by linarith
  have hc : ContinuousAt (fun w => lindhard v q w) 0 := by
    unfold lindhard
    simp only [Real.log_abs]
    refine ContinuousAt.sub (by fun_prop) (ContinuousAt.mul (by fun_prop) (ContinuousAt.log ?_ ?_))
    · exact ContinuousAt.div (by fun_prop) (by fun_prop) h0
    · exact div_ne_zero h1 h0
  have ht : Tendsto (fun w => lindhard v q w) (𝓝 0) (𝓝 (lindhard v q 0)) := hc
  rw [show lindhard v q 0 = 1 by simp [lindhard]] at ht
  exact ht.mono_left nhdsWithin_le_nhds

/-- Third-order expansion of the logarithm in the response, with an explicit error bound. -/
theorem log_ratio_bound {x : ℝ} (hx : 0 < x) (hx1 : x < 1) :
    |Real.log ((1 + x) / (1 - x)) - (2 * x + 2 * x ^ 3 / 3)| ≤ 2 * (x ^ 4 / (1 - x)) := by
  have e (y : ℝ) : ∑ i ∈ Finset.range 3, y ^ (i + 1) / ((i : ℝ) + 1)
      = y + y ^ 2 / 2 + y ^ 3 / 3 := by
    simp only [Finset.sum_range_succ, Finset.sum_range_zero, Nat.cast_zero, Nat.cast_one,
      Nat.cast_ofNat]
    ring
  have h1 : |x + x ^ 2 / 2 + x ^ 3 / 3 + Real.log (1 - x)| ≤ x ^ 4 / (1 - x) := by
    have h := Real.abs_log_sub_add_sum_range_le (x := x) (by rwa [abs_of_pos hx]) 3
    rw [e, abs_of_pos hx] at h
    exact h
  have h2 : |-x + (-x) ^ 2 / 2 + (-x) ^ 3 / 3 + Real.log (1 + x)| ≤ x ^ 4 / (1 - x) := by
    have h := Real.abs_log_sub_add_sum_range_le (x := -x) (by rwa [abs_neg, abs_of_pos hx]) 3
    rw [e, abs_neg, abs_of_pos hx, sub_neg_eq_add] at h
    exact h
  rw [Real.log_div (by linarith) (by linarith)]
  rw [abs_le] at h1 h2 ⊢
  constructor <;> linarith [h1.1, h1.2, h2.1, h2.2]

/-- Above the continuum the response differs from `-(q v / w)² / 3` by at most an explicit
third-order bound. -/
theorem high_frequency_bound {v q w : ℝ} (hv : 0 < v) (hq : 0 < q) (hw : q * v < w) :
    |lindhard v q w + (q * v / w) ^ 2 / 3| ≤ (q * v / w) ^ 3 / (1 - q * v / w) := by
  have ha : 0 < q * v := mul_pos hq hv
  have hw0 : 0 < w := ha.trans hw
  obtain ⟨x, hx⟩ : ∃ x, x = q * v / w := ⟨_, rfl⟩
  have hx0 : 0 < x := by rw [hx]; exact div_pos ha hw0
  have hx1 : x < 1 := by rw [hx]; exact (div_lt_one hw0).mpr hw
  have hxw : q * v = x * w := by rw [hx]; exact (div_mul_cancel₀ _ hw0.ne').symm
  have r : (w + q * v) / (w - q * v) = (1 + x) / (1 - x) := by
    rw [div_eq_div_iff (by linarith) (by linarith), hxw]
    ring
  have p : w / (2 * q * v) = 1 / (2 * x) := by
    rw [show 2 * q * v = 2 * x * w by linear_combination 2 * hxw]
    field_simp
  -- the error is the logarithmic remainder divided by `2 x`
  have e : lindhard v q w + x ^ 2 / 3 =
      -(1 / (2 * x) * (Real.log ((1 + x) / (1 - x)) - (2 * x + 2 * x ^ 3 / 3))) := by
    rw [lindhard, Real.log_abs, r, p]
    field_simp
    ring
  have hp : 0 < 1 / (2 * x) := by positivity
  have h1x : 1 - x ≠ 0 := by linarith
  rw [← hx, e, abs_neg, abs_mul, abs_of_pos hp]
  calc _ ≤ 1 / (2 * x) * (2 * (x ^ 4 / (1 - x))) :=
        mul_le_mul_of_nonneg_left (log_ratio_bound hx0 hx1) hp.le
    _ = x ^ 3 / (1 - x) := by field_simp

/-- At fixed frequency the response divided by `q²` tends to `-v² / (3 w²)` at long wavelength. -/
theorem long_wavelength_coefficient {v w : ℝ} (hv : 0 < v) (hw : 0 < w) :
    Tendsto (fun q => lindhard v q w / q ^ 2) (𝓝[>] 0) (𝓝 (-(v ^ 2 / (3 * w ^ 2)))) := by
  have hc : ContinuousAt (fun q : ℝ => q * (v / w) ^ 3 / (1 - q * v / w)) 0 :=
    ContinuousAt.div (by fun_prop) (by fun_prop) (by simp)
  have hg : Tendsto (fun q : ℝ => q * (v / w) ^ 3 / (1 - q * v / w)) (𝓝 0)
      (𝓝 (0 * (v / w) ^ 3 / (1 - 0 * v / w))) := hc
  rw [show 0 * (v / w) ^ 3 / (1 - 0 * v / w) = 0 by simp] at hg
  rw [tendsto_iff_norm_sub_tendsto_zero]
  refine squeeze_zero' (Eventually.of_forall fun _ => norm_nonneg _) ?_
    (hg.mono_left nhdsWithin_le_nhds)
  filter_upwards [Ioo_mem_nhdsGT (div_pos hw hv)] with q hq
  have hq0 : 0 < q := hq.1
  have hb := high_frequency_bound hv hq0 ((lt_div_iff₀ hv).mp hq.2)
  have hq2 : 0 < q ^ 2 := by positivity
  have e : (q * v / w) ^ 2 / 3 / q ^ 2 = v ^ 2 / (3 * w ^ 2) := by field_simp
  rw [Real.norm_eq_abs, sub_neg_eq_add, ← e, ← add_div, abs_div, abs_of_pos hq2,
    div_le_iff₀ hq2]
  exact hb.trans_eq (by ring)

/-- Along a ray `w = s q v` the response depends on the slope `s` alone. -/
theorem lindhard_on_ray {v q : ℝ} (hv : v ≠ 0) (hq : q ≠ 0) (s : ℝ) :
    lindhard v q (s * (q * v)) = 1 - s / 2 * Real.log |(s + 1) / (s - 1)| := by
  have r : (s * (q * v) + q * v) / (s * (q * v) - q * v) = (s + 1) / (s - 1) := by
    rw [← mul_div_mul_right (s + 1) (s - 1) (mul_ne_zero hq hv)]
    congr 1 <;> ring
  have p : s * (q * v) / (2 * q * v) = s / 2 := by field_simp
  rw [lindhard, r, p]

/-- The static limit at fixed `q` is `1`, the long-wavelength limit at fixed `w` is `0`, and the
response has no joint limit as `q` and `w` tend to zero from above. -/
theorem limits_do_not_commute {v : ℝ} (hv : 0 < v) :
    (∀ q > 0, Tendsto (fun w => lindhard v q w) (𝓝[>] 0) (𝓝 1)) ∧
    (∀ w > 0, Tendsto (fun q => lindhard v q w) (𝓝[>] 0) (𝓝 0)) ∧
    ¬ ∃ l, Tendsto (fun p : ℝ × ℝ => lindhard v p.1 p.2) (𝓝[>] 0 ×ˢ 𝓝[>] 0) (𝓝 l) := by
  refine ⟨fun q hq => static_limit hv hq, fun w hw => ?_, ?_⟩
  · have h2 : Tendsto (fun q : ℝ => q ^ 2) (𝓝[>] 0) (𝓝 0) :=
      ((continuous_pow 2).tendsto' 0 0 (by simp)).mono_left nhdsWithin_le_nhds
    have h := (long_wavelength_coefficient hv hw).mul h2
    rw [mul_zero] at h
    refine h.congr' ?_
    filter_upwards [self_mem_nhdsWithin] with q hq
    exact div_mul_cancel₀ _ (pow_ne_zero 2 (ne_of_gt hq))
  · rintro ⟨l, hl⟩
    -- a joint limit would have to agree with the constant value on every ray
    have key : ∀ s : ℝ, 0 < s → l = 1 - s / 2 * Real.log |(s + 1) / (s - 1)| := by
      intro s hs
      have hray : Tendsto (fun q : ℝ => s * (q * v)) (𝓝[>] 0) (𝓝[>] 0) := by
        refine tendsto_nhdsWithin_iff.mpr ⟨?_, ?_⟩
        · have hc : Continuous (fun q : ℝ => s * (q * v)) := by fun_prop
          exact (hc.tendsto' 0 0 (by simp)).mono_left nhdsWithin_le_nhds
        · filter_upwards [self_mem_nhdsWithin] with q hq
          exact mul_pos hs (mul_pos hq hv)
      refine tendsto_nhds_unique (hl.comp (tendsto_id.prodMk hray)) ?_
      refine tendsto_const_nhds.congr' ?_
      filter_upwards [self_mem_nhdsWithin] with q hq
      exact (lindhard_on_ray hv.ne' (ne_of_gt hq) s).symm
    have h2 := key 2 (by norm_num)
    have h3 := key (1 / 2) (by norm_num)
    rw [show |((2 : ℝ) + 1) / (2 - 1)| = 3 by norm_num] at h2
    rw [show |((1 / 2 : ℝ) + 1) / (1 / 2 - 1)| = 3 by norm_num] at h3
    have := Real.log_pos (show (1 : ℝ) < 3 by norm_num)
    linarith

/-- The function `rpaDielectric` tends to `1 + κ² / q²` in the static limit at fixed `q`, and to `1
- (κ² v² / 3) / w²` in the long-wavelength limit at fixed `w`. -/
theorem rpaDielectric_limits (κ : ℝ) {v : ℝ} (hv : 0 < v) :
    (∀ q > 0, Tendsto (fun w => rpaDielectric κ v q w) (𝓝[>] 0) (𝓝 (1 + κ ^ 2 / q ^ 2))) ∧
    (∀ w > 0, Tendsto (fun q => rpaDielectric κ v q w) (𝓝[>] 0)
      (𝓝 (1 - κ ^ 2 * v ^ 2 / 3 / w ^ 2))) := by
  constructor
  · intro q hq
    have h := ((static_limit hv hq).const_mul (κ ^ 2 / q ^ 2)).const_add 1
    rw [mul_one] at h
    exact h
  · intro w hw
    have h := ((long_wavelength_coefficient hv hw).const_mul (κ ^ 2)).const_add 1
    rw [show 1 + κ ^ 2 * -(v ^ 2 / (3 * w ^ 2)) = 1 - κ ^ 2 * v ^ 2 / 3 / w ^ 2 by ring] at h
    refine h.congr fun q => ?_
    rw [rpaDielectric]
    ring

end

end LindhardLimits
```

```lean
#print axioms LindhardLimits.fermi_surface_average
-- 'LindhardLimits.fermi_surface_average' depends on axioms: [propext, Classical.choice, Quot.sound]
#print axioms LindhardLimits.limits_do_not_commute
-- 'LindhardLimits.limits_do_not_commute' depends on axioms: [propext, Classical.choice, Quot.sound]
#print axioms LindhardLimits.rpaDielectric_limits
-- 'LindhardLimits.rpaDielectric_limits' depends on axioms: [propext, Classical.choice, Quot.sound]
```

## Two limits, and no joint one

The function $F(q,w)$ is `lindhard v q w`. The theorem `limits_do_not_commute` assumes only $v>0$ and states three things:

- For every fixed $q>0$, $F\to1$ as $w\to0^+$.
- For every fixed $w>0$, $F\to0$ as $q\to0^+$.
- No real number $l$ is the limit of $F$ as $q$ and $w$ tend to zero together from above.

The filter `𝓝[>] 0` means approach to zero through positive values. The product `𝓝[>] 0 ×ˢ 𝓝[>] 0` lets both variables approach in this way with no relation imposed between them. Since the two single limits are constants, taking the remaining limit changes nothing: one order gives $1$, the other $0$.

The formula is singular on $w=qv$, where Lean's conventions for division by zero and for the logarithm of zero give it the value $1$. The proof that there is no joint limit uses only the two lines above, which avoid this set.

## Screening and optical response

The model is a non-interacting, isotropic, three-dimensional electron gas at zero temperature, with $q$ much smaller than the Fermi wave number. The response is divided by its static value, and $w$ is an angular frequency, so that $qv$ and $w$ have the same units. Only the real part appears; the damping by particle-hole pairs for $w<qv$ is absent.

The file takes $F$ as a definition and does not derive it from a many-body Hamiltonian. The theorem `fermi_surface_average` connects it to the Fermi surface: for $0<qv<w$, above the particle-hole continuum, $F$ is the average of $qvx/(qvx-w)$ over the direction cosine $x$ between the electron velocity and the wave vector. The region $w<qv$, where the integrand has a pole, is not treated there.

The real part of the dielectric function in the random-phase approximation is modelled by `rpaDielectric` as
$$\varepsilon(q,w)=1+\frac{\kappa^2}{q^2}F(q,w).$$
Here $\kappa$ stands for the Thomas–Fermi screening wave number, which measures how strongly the electrons at the Fermi surface screen a static charge; the theorem allows any real value. According to `rpaDielectric_limits`, $\varepsilon\to1+\kappa^2/q^2$ in the static limit at fixed $q$, and $\varepsilon\to1-(\kappa^2v^2/3)/w^2$ in the long-wavelength limit at fixed $w$. The first is static screening; the second has the Drude form without collisions, with $\kappa^2v^2/3$ in the place of the squared plasma frequency. In a calculation at small but nonzero $q$ and $w$ within this model, the ratio $w/(qv)$ decides which of the two applies: the first is a good approximation for $w\ll qv$, the second for $w\gg qv$, and neither when $w$ and $qv$ are comparable.

## The Fermi-surface integral

Let $0<qv<w$. The integrand is $1-w/(w-qvx)$, with antiderivative $x+\frac{w}{qv}\ln(w-qvx)$. Hence
$$\frac12\int_{-1}^{1}\frac{qvx}{qvx-w}\,dx=\frac12\left[2+\frac{w}{qv}\ln\frac{w-qv}{w+qv}\right]=F(q,w).$$
The proof of `fermi_surface_average` first shows that $w-qvx>0$ on the whole interval. It then checks the derivative (`hd`) and integrability (`hi`), and applies the fundamental theorem of calculus.

## Fixed wave number: continuity at zero frequency

At $w=0$ the argument of the logarithm is $|qv/(-qv)|=1$, and the prefactor $w/(2qv)$ vanishes, so $F(q,0)=1$. Near $w=0$ the denominator $w-qv$ stays away from zero and $F$ is continuous, which gives the limit $1$. This is `static_limit`: it proves `ContinuousAt` at zero and then restricts the limit to positive $w$.

## Fixed frequency: the coefficient of $q^2$

Now let $x=qv/w$ with $0<x<1$, reusing the letter as the file does. Taylor's formula gives
$$\ln(1-x)=-x-\frac{x^2}{2}-\frac{x^3}{3}+R_1,\qquad \ln(1+x)=x-\frac{x^2}{2}+\frac{x^3}{3}+R_2,$$
where $|R_1|$ and $|R_2|$ are at most $x^4/(1-x)$. Subtracting cancels the even terms:
$$\left|\ln\frac{1+x}{1-x}-2x-\frac{2x^3}{3}\right|\le\frac{2x^4}{1-x}.$$
This is `log_ratio_bound`, which applies a Mathlib remainder estimate at $x$ and at $-x$.

Since $F=1-\frac{1}{2x}\ln\frac{1+x}{1-x}$, dividing by $2x$ gives `high_frequency_bound`:
$$\left|F+\frac{x^2}{3}\right|\le\frac{x^3}{1-x}.$$
This bound is enough for the limit but is not sharp: the next term in the expansion of $F$ is $-x^4/5$. Division by $q^2$ then yields
$$\left|\frac{F}{q^2}+\frac{v^2}{3w^2}\right|\le\frac{q\,(v/w)^3}{1-qv/w}\to0\qquad(q\to0^+).$$
In `long_wavelength_coefficient` this is a squeeze argument on $0<q<w/v$. Multiplying $F/q^2$ by $q^2\to0$ gives $F\to0$.

The dielectric function needs the coefficient itself, because $\kappa^2/q^2$ diverges as $F$ vanishes. Writing $(\kappa^2/q^2)F=\kappa^2(F/q^2)$ gives its long-wavelength limit; at fixed $q$, the factor $\kappa^2/q^2$ is constant and the static limit follows at once.

## Two rays into the origin

Put $w=s\,qv$ with slope $s>0$, $s\ne1$. The factor $qv$ cancels in both the prefactor and the logarithm, which is the content of `lindhard_on_ray`:
$$F(q,s\,qv)=1-\frac{s}{2}\ln\left|\frac{s+1}{s-1}\right|.$$
For $s=2$ and $s=1/2$ the absolute value is $3$ in both cases, which gives the two values at the start.

If a joint limit $l$ existed, it would also be the limit along each ray. The step `key` expresses this by composing the assumed limit with $q\mapsto(q,s\,qv)$ and using uniqueness of limits. Then $1-\ln3=l=1-\frac14\ln3$, which forces $\ln3=0$ and contradicts $\ln3>0$.
